# The determinant of a real matrix that commutes with the complex structure is a squared modulus

Multiplication by i, written on the real and imaginary parts of a finite complex vector, is the real block matrix J with rows (0, −1) and (1, 0). The theorem `det_of_commute` takes a real matrix M of the same block shape that commutes with J, and states that det M = |det(X + iY)|², where X and Y are the upper left and lower left blocks of M. M need not be symmetric, orthogonal or invertible. The proof reads off from the commutation that the diagonal blocks of M agree and the off-diagonal ones are opposite, uses this to show that M is the block matrix with rows (X, −Y) and (Y, X), and then applies the determinant formula already proved for that form.

The failing Lean file:

```lean
import Mathlib

open Matrix ComplexConjugate

namespace SignFreeComplexStructure

noncomputable section

variable {n : Type*} [Fintype n] [DecidableEq n]

/-- The real block matrix with rows `(X, -Y)` and `(Y, X)`. -/
def realForm (X Y : Matrix n n ℝ) : Matrix (n ⊕ n) (n ⊕ n) ℝ :=
  fromBlocks X (-Y) Y X

/-- The complex matrix `X + iY` built from two real matrices. -/
def complexForm (X Y : Matrix n n ℝ) : Matrix n n ℂ :=
  X.map Complex.ofReal + Complex.I • Y.map Complex.ofReal

variable (n) in
/-- The standard complex structure `J`, with block rows `(0, -1)` and `(1, 0)`. -/
def complexStructure : Matrix (n ⊕ n) (n ⊕ n) ℝ :=
  fromBlocks 0 (-1) 1 0

/-- A complex change of basis brings the block matrix with rows `(A, -B)` and `(B, A)` to
block-triangular form with diagonal blocks `A + iB` and `A - iB`. -/
theorem block_triangular (A B : Matrix n n ℂ) :
    fromBlocks 1 0 (Complex.I • (1 : Matrix n n ℂ)) 1 * fromBlocks A (-B) B A *
      fromBlocks 1 0 (-(Complex.I • (1 : Matrix n n ℂ))) 1 =
    fromBlocks (A + Complex.I • B) (-B) 0 (A - Complex.I • B) := by
  have hI : Complex.I * Complex.I = -1 := Complex.I_mul_I
  rw [fromBlocks_multiply, fromBlocks_multiply, fromBlocks_inj]
  simp only [Matrix.smul_mul, Matrix.mul_smul, Matrix.one_mul, Matrix.mul_one,
    Matrix.zero_mul, Matrix.mul_zero, Matrix.mul_neg]
  refine ⟨by module, by module, ?_, by module⟩
  -- the lower left block vanishes because `i² = -1`
  linear_combination (norm := module) hI • B

/-- The determinant of the block matrix with rows `(A, -B)` and `(B, A)` is the product of
the determinants of `A + iB` and `A - iB`, for complex `A` and `B`. -/
theorem det_block_factor (A B : Matrix n n ℂ) :
    (fromBlocks A (-B) B A).det =
      (A + Complex.I • B).det * (A - Complex.I • B).det := by
  have h := congrArg Matrix.det (block_triangular A B)
  simp only [det_mul, det_fromBlocks_zero₁₂, det_fromBlocks_zero₂₁, det_one,
    one_mul, mul_one] at h
  exact h

/-- The determinant of the real block matrix with rows `(X, -Y)` and `(Y, X)` is the squared
modulus of `det (X + iY)`. -/
theorem det_realForm (X Y : Matrix n n ℝ) :
    (realForm X Y).det = ‖(complexForm X Y).det‖ ^ 2 := by
  apply Complex.ofReal_injective
  -- read the real determinant as a complex one
  have hmap : Complex.ofRealHom.mapMatrix (realForm X Y) =
      fromBlocks (X.map Complex.ofReal) (-(Y.map Complex.ofReal))
        (Y.map Complex.ofReal) (X.map Complex.ofReal) := by
    ext i j
    rcases i with i | i <;> rcases j with j | j <;> simp [realForm]
  -- the second factor is the complex conjugate of the first
  have hconj : X.map Complex.ofReal - Complex.I • Y.map Complex.ofReal =
      (starRingEnd ℂ).mapMatrix (complexForm X Y) := by
    ext i j
    simp [complexForm, sub_eq_add_neg]
  have hdet : ((realForm X Y).det : ℂ) =
      (complexForm X Y).det * conj (complexForm X Y).det := by
    have h := RingHom.map_det Complex.ofRealHom (realForm X Y)
    rw [hmap, det_block_factor, hconj, ← RingHom.map_det] at h
    exact h
  rw [hdet, Complex.mul_conj, Complex.normSq_eq_norm_sq]

/-- A real block matrix commutes with the complex structure exactly when its diagonal blocks
agree and its off-diagonal blocks are opposite. -/
theorem commute_blocks_iff (A B C D : Matrix n n ℝ) :
    Commute (fromBlocks A B C D) (complexStructure n) ↔ D = A ∧ B = -C := by
  unfold Commute SemiconjBy complexStructure
  rw [fromBlocks_multiply, fromBlocks_multiply, fromBlocks_inj]
  simp only [Matrix.mul_zero, Matrix.zero_mul, Matrix.mul_one, Matrix.one_mul,
    Matrix.mul_neg, Matrix.neg_mul, zero_add, add_zero]
  constructor
  · rintro ⟨h1, -, h3, -⟩
    exact ⟨h3, h1⟩
  · rintro ⟨h1, h2⟩
    exact ⟨h2, by rw [h1], h1, h2.symm⟩

/-- If a real matrix commutes with the complex structure, its determinant is the squared
modulus of the determinant of the complex matrix formed from its first block column. -/
theorem det_of_commute (M : Matrix (n ⊕ n) (n ⊕ n) ℝ)
    (hM : Commute M (complexStructure n)) :
    M.det = ‖(complexForm M.toBlocks₁₁ M.toBlocks₂₁).det‖ ^ 2 := by
  have hblocks := fromBlocks_toBlocks M
  have h := hM
  rw [← hblocks, commute_blocks_iff] at h
  have hform : M = realForm M.toBlocks₁₁ M.toBlocks₂₁ := by
    unfold realForm
    rw [← h.2]
    nth_rewrite 3 [← h.1]
    exact hblocks.symm
  exact (congrArg Matrix.det hform).trans (det_realForm _ _)

end

end SignFreeComplexStructure
```

The compiler's answer:

```
Main.lean:96:19: error: Tactic `rewrite` failed: Did not find an occurrence of the pattern
  M.toBlocks₁₁
in the target expression
  M = fromBlocks M.toBlocks₁₁ M.toBlocks₁₂ M.toBlocks₂₁ M.toBlocks₁₁

n : Type u_1
inst✝¹ : Fintype n
inst✝ : DecidableEq n
M : Matrix (n ⊕ n) (n ⊕ n) ℝ
hM : Commute M (complexStructure n)
hblocks : fromBlocks M.toBlocks₁₁ M.toBlocks₁₂ M.toBlocks₂₁ M.toBlocks₂₂ = M
h : M.toBlocks₂₂ = M.toBlocks₁₁ ∧ M.toBlocks₁₂ = -M.toBlocks₂₁
⊢ M = fromBlocks M.toBlocks₁₁ M.toBlocks₁₂ M.toBlocks₂₁ M.toBlocks₁₁
```

The one error is at `nth_rewrite 3 [← h.1]`, which was to turn the last block, `M.toBlocks₁₁`, into `M.toBlocks₂₂`, so that `hblocks.symm` would close the goal. The number given to `nth_rewrite` counts occurrences of the pattern, here `M.toBlocks₁₁`. The goal printed in the message has only two, the first and last arguments of `fromBlocks`, so there is no third to rewrite, and Lean reports that it did not find the pattern.

The repair works in the other direction and needs no counting. `refine hblocks.symm.trans ?_` first replaces the left side `M` by its block decomposition, leaving that to be shown equal to the `realForm` expression. After `unfold realForm`, `rw [h.1, h.2]` turns `M.toBlocks₂₂` into `M.toBlocks₁₁` and `M.toBlocks₁₂` into `-M.toBlocks₂₁`. Both sides are then identical, and `rw` closes the goal by reflexivity.

As a diff, the version that Lean accepts:

```diff
@@ -92,8 +92,7 @@
   rw [← hblocks, commute_blocks_iff] at h
   have hform : M = realForm M.toBlocks₁₁ M.toBlocks₂₁ := by
+    refine hblocks.symm.trans ?_
     unfold realForm
-    rw [← h.2]
-    nth_rewrite 3 [← h.1]
-    exact hblocks.symm
+    rw [h.1, h.2]
   exact (congrArg Matrix.det hform).trans (det_realForm _ _)
 
```
